# Boson satellites of an exciton coupled to one mode: a bound by the squared electron–hole distance

The internal state of the exciton is represented here by a finite list of electron–hole separations $r_i$ with weights $p_i$, and it stays the same when bosons are emitted. The exciton couples to a single boson mode of energy $w>0$ and wave vector $q$, with $\hbar=1$. Electron and hole couple with the same strength $M$ and opposite signs, so the pair coupling is

$$g = M\sum_i p_i\left(e^{i\alpha q\cdot r_i}-e^{-i\beta q\cdot r_i}\right),\qquad \alpha+\beta=1 .$$

The boson dressing is taken in the zero-temperature cumulant form, with no bosons present initially and with Huang–Rhys factor $S=|g|^2/w^2$. This form is the starting point and is not derived from a Bethe–Salpeter kernel; it neglects the recoil of the exciton's centre of mass. Within this one-mode model with a frozen internal state, the result bounds the spectral weight carried by the boson satellites.

## Separations, lines and coupling

```lean
import Mathlib

open Filter Topology

namespace ExcitonSatellites

noncomputable section

variable {ι E : Type*} [Fintype ι] [NormedAddCommGroup E] [InnerProductSpace ℝ E]
```

The finite type `ι` labels the separations. The vectors $q$ and $r_i$ live in `E`, any real inner product space, so ordinary three-dimensional space is included.

```lean
/-- Weight of the line with `n` emitted bosons at Huang-Rhys factor `S`. -/
def lineWeight (S : ℝ) (n : ℕ) : ℝ := Real.exp (-S) * (S ^ n / (n.factorial : ℝ))
```

This is the Poisson weight $e^{-S}S^n/n!$ of the line with $n$ bosons.

```lean
/-- Total weight of all lines with at least one emitted boson. -/
def satelliteWeight (S : ℝ) : ℝ := ∑' n : ℕ, lineWeight S (n + 1)
```

The symbol `∑'` is an infinite sum. Since it runs over $n+1$ with $n\ge 0$, it collects every line except the one without bosons.

```lean
/-- Coupling of an electron-hole pair to a boson of wave vector `q`: the electron and hole phases
enter with opposite signs and are summed over the separations `r i` with weights `p i`. -/
def pairCoupling (M : ℂ) (α β : ℝ) (q : E) (p : ι → ℝ) (r : ι → E) : ℂ :=
  M * ∑ i, (p i : ℂ) * (Complex.exp (((α * inner ℝ q (r i) : ℝ) : ℂ) * Complex.I)
    - Complex.exp (((-(β * inner ℝ q (r i)) : ℝ) : ℂ) * Complex.I))
```

This is $g$ as written above, with `inner ℝ q (r i)` for $q\cdot r_i$. The annotations `: ℂ` let real numbers enter a complex expression. Measured from the centre of mass, the electron sits at $\alpha r_i$ and the hole at $-\beta r_i$, where $\alpha$ is the hole's share of the total mass and $\beta$ the electron's, so the two add up to one. The definition itself leaves $\alpha$, $\beta$ and $p_i$ free; each theorem states the conditions it uses.

## Poisson lines from the cumulant

```lean
/-- The cumulant propagator factor is a convergent sum of lines: the `n`-th one oscillates as
`exp(i(S-n)wt)` and carries the weight `lineWeight S n`. -/
theorem cumulant_hasSum (S w t : ℝ) :
    HasSum (fun n : ℕ => (lineWeight S n : ℂ) * Complex.exp (Complex.I * (S - n) * w * t))
      (Complex.exp (S * (Complex.exp (-(Complex.I * w * t)) + Complex.I * w * t - 1))) := by
  have h := NormedSpace.expSeries_div_hasSum_exp
    ((S : ℂ) * Complex.exp (-(Complex.I * w * t)))
  rw [← Complex.exp_eq_exp_ℂ] at h
  -- pull out the factor common to all lines
  have hf : (fun n : ℕ => (lineWeight S n : ℂ) * Complex.exp (Complex.I * (S - n) * w * t))
      = fun n : ℕ => Complex.exp (S * (Complex.I * w * t - 1))
        * (((S : ℂ) * Complex.exp (-(Complex.I * w * t))) ^ n / (n.factorial : ℂ)) := by
    funext n
    have key : Complex.exp (-(S : ℂ)) * Complex.exp (Complex.I * (S - n) * w * t)
        = Complex.exp (S * (Complex.I * w * t - 1))
          * Complex.exp (-(Complex.I * w * t)) ^ n := by
      rw [← Complex.exp_nat_mul, ← Complex.exp_add, ← Complex.exp_add]
      congr 1
      ring
    simp only [lineWeight]
    push_cast
    rw [mul_pow]
    linear_combination ((S : ℂ) ^ n / (n.factorial : ℂ)) * key
  have hv : Complex.exp (S * (Complex.exp (-(Complex.I * w * t)) + Complex.I * w * t - 1))
      = Complex.exp (S * (Complex.I * w * t - 1))
        * Complex.exp ((S : ℂ) * Complex.exp (-(Complex.I * w * t))) := by
    rw [← Complex.exp_add]
    congr 1
    ring
  rw [hf, hv]
  exact h.mul_left _
```

In a Lean theorem the assumptions stand before the colon that introduces the claim, and the proof stands after `:= by`. `HasSum` says that the series in its first argument converges to the second. For all real $S,w,t$,

$$e^{S(e^{-iwt}+iwt-1)}=\sum_{n\ge0}e^{-S}\frac{S^n}{n!}\,e^{i(S-n)wt}.$$

By hand, split the left side into $e^{S(iwt-1)}\exp(Se^{-iwt})$ and expand the second factor:

$$e^{S(iwt-1)}\sum_n\frac{S^n}{n!}e^{-inwt}.$$

Moving the prefactor into the sum gives the lines. In the proof, `h` is the exponential series, `hf` factors each line, `hv` splits the left side, and `h.mul_left` multiplies the series by the common factor. The $n$-th line lies at energy $(n-S)w$ relative to the undressed exciton.

```lean
/-- The satellites together carry the weight `1 - exp(-S)`. -/
theorem satelliteWeight_eq (S : ℝ) : satelliteWeight S = 1 - Real.exp (-S) := by
  have h := NormedSpace.expSeries_div_hasSum_exp S
  rw [← Real.exp_eq_exp_ℝ] at h
  have h1 : HasSum (lineWeight S) 1 := by
    have h2 := h.mul_left (Real.exp (-S))
    rwa [← Real.exp_add, neg_add_cancel, Real.exp_zero] at h2
  -- remove the line without bosons
  have h3 := ((hasSum_nat_add_iff' 1).2 h1).tsum_eq
  rw [satelliteWeight, h3]
  simp [lineWeight]
```

The Poisson weights sum to $e^{-S}e^{S}=1$, which is `h1`. Removing the $n=0$ weight $e^{-S}$ leaves $1-e^{-S}$ for the satellites.

## Cancellation between electron and hole

```lean
/-- For `α + β = 1` the electron and hole phase factors differ by at most `|x|`, where `x` is the
phase that the boson wave accumulates between the two particles. -/
theorem phase_difference_le {α β : ℝ} (hαβ : α + β = 1) (x : ℝ) :
    ‖Complex.exp (((α * x : ℝ) : ℂ) * Complex.I)
      - Complex.exp (((-(β * x) : ℝ) : ℂ) * Complex.I)‖ ≤ |x| := by
  have hx : α * x = -(β * x) + x := by linear_combination x * hαβ
  have hfac : Complex.exp (((α * x : ℝ) : ℂ) * Complex.I)
      - Complex.exp (((-(β * x) : ℝ) : ℂ) * Complex.I)
      = Complex.exp (((-(β * x) : ℝ) : ℂ) * Complex.I)
        * (Complex.exp ((x : ℂ) * Complex.I) - 1) := by
    rw [hx, Complex.ofReal_add, add_mul, Complex.exp_add]
    ring
  rw [hfac, norm_mul, Complex.norm_exp_ofReal_mul_I, one_mul]
  refine (sq_le_sq₀ (norm_nonneg _) (abs_nonneg _)).1 ?_
  have e1 : (Complex.exp ((x : ℂ) * Complex.I) - 1).re = Real.cos x - 1 := by
    rw [Complex.sub_re, Complex.exp_ofReal_mul_I_re, Complex.one_re]
  have e2 : (Complex.exp ((x : ℂ) * Complex.I) - 1).im = Real.sin x := by
    rw [Complex.sub_im, Complex.exp_ofReal_mul_I_im, Complex.one_im, sub_zero]
  have hc : 1 - x ^ 2 / 2 ≤ Real.cos x := Real.one_sub_sq_div_two_le_cos
  rw [Complex.sq_norm, Complex.normSq_apply, sq_abs, e1, e2]
  nlinarith [Real.sin_sq_add_cos_sq x]
```

Write $x=q\cdot r$. Because $\alpha x=-\beta x+x$,

$$e^{i\alpha x}-e^{-i\beta x}=e^{-i\beta x}(e^{ix}-1).$$

The prefactor has modulus one, and

$$|e^{ix}-1|^2=(\cos x-1)^2+\sin^2x=2-2\cos x\le x^2,$$

since $\cos x\ge1-x^2/2$. The factorisation is `hfac`, the cosine bound is `hc`, and `nlinarith` combines it with $\sin^2x+\cos^2x=1$. The double bars denote the complex modulus.

```lean
/-- For `α + β = 1` and non-negative weights, the pair coupling is at most `|M| |q|` times the
weighted sum of the electron-hole distances. -/
theorem norm_pairCoupling_le (M : ℂ) {α β : ℝ} (hαβ : α + β = 1) (q : E) {p : ι → ℝ}
    (hp : ∀ i, 0 ≤ p i) (r : ι → E) :
    ‖pairCoupling M α β q p r‖ ≤ ‖M‖ * (‖q‖ * ∑ i, p i * ‖r i‖) := by
  rw [pairCoupling, norm_mul, Finset.mul_sum]
  refine mul_le_mul_of_nonneg_left (norm_sum_le_of_le _ fun i _ => ?_) (norm_nonneg _)
  rw [norm_mul, Complex.norm_real, Real.norm_of_nonneg (hp i)]
  have h := (phase_difference_le hαβ (inner ℝ q (r i))).trans (abs_real_inner_le_norm q (r i))
  calc _ ≤ p i * (‖q‖ * ‖r i‖) := mul_le_mul_of_nonneg_left h (hp i)
    _ = ‖q‖ * (p i * ‖r i‖) := by ring
```

The triangle inequality, the phase bound and Cauchy–Schwarz give, for $p_i\ge0$,

$$|g|\le|M|\sum_i p_i|q\cdot r_i|\le|M||q|\sum_i p_i|r_i|.$$

For weights that sum to one, $\sum_i p_i|r_i|$ is the mean electron–hole distance. The theorem does not require this normalisation. The `calc` block treats one term of the sum.

```lean
/-- **Satellite bound.** For boson energy `w > 0`, `α + β = 1`, non-negative weights and
Huang-Rhys factor `S = |g|²/w²`, the satellite weight of the pair is at most
`(|M| |q| ∑ p |r|)²/w²`. -/
theorem satelliteWeight_le (M : ℂ) {α β w S : ℝ} (hw : 0 < w) (hαβ : α + β = 1) (q : E)
    {p : ι → ℝ} (hp : ∀ i, 0 ≤ p i) (r : ι → E)
    (hS : S * w ^ 2 = ‖pairCoupling M α β q p r‖ ^ 2) :
    satelliteWeight S ≤ (‖M‖ * (‖q‖ * ∑ i, p i * ‖r i‖)) ^ 2 / w ^ 2 := by
  have h1 : satelliteWeight S ≤ S := by
    rw [satelliteWeight_eq]
    linarith [Real.add_one_le_exp (-S)]
  rw [le_div_iff₀ (by positivity)]
  calc satelliteWeight S * w ^ 2 ≤ S * w ^ 2 := mul_le_mul_of_nonneg_right h1 (sq_nonneg w)
    _ = ‖pairCoupling M α β q p r‖ ^ 2 := hS
    _ ≤ _ := pow_le_pow_left₀ (norm_nonneg _) (norm_pairCoupling_le M hαβ q hp r) 2
```

The assumption `hS` is $Sw^2=|g|^2$. It stands for the physics of a linearly displaced oscillator, whose displacement $g/w$ corresponds to a mean boson number $|g|^2/w^2$. From $e^{-S}\ge1-S$ we get $1-e^{-S}\le S$, hence

$$1-e^{-S}\le\frac{|g|^2}{w^2}\le\frac{\left(|M||q|\sum_i p_i|r_i|\right)^2}{w^2}.$$

The first inequality is `h1`. The `calc` block then carries out the rest after multiplication by $w^2$.

## Shrinking the pair

```lean
/-- For `α + β = 1`, the coupling of a pair with separations `s r` has, at `s = 0`, the dipole
coupling `i M ∑ p (q·r)` as slope. -/
theorem pairCoupling_hasDerivAt (M : ℂ) {α β : ℝ} (hαβ : α + β = 1) (q : E) (p : ι → ℝ)
    (r : ι → E) :
    HasDerivAt (fun s : ℝ => pairCoupling M α β q p (fun i => s • r i))
      (M * (((∑ i, p i * inner ℝ q (r i) : ℝ) : ℂ) * Complex.I)) 0 := by
  have hd : ∀ c : ℝ, HasDerivAt
      (fun s : ℝ => Complex.exp (((c * s : ℝ) : ℂ) * Complex.I)) (c * Complex.I) 0 := by
    intro c
    have h0 : HasDerivAt (fun s : ℝ => c * s) c 0 := by
      simpa using (hasDerivAt_id' (0 : ℝ)).const_mul c
    exact (h0.ofReal_comp.mul_const Complex.I).cexp.congr_deriv (by simp)
  have h := (HasDerivAt.fun_sum (u := Finset.univ) (fun i _ =>
    ((hd (α * inner ℝ q (r i))).fun_sub (hd (-(β * inner ℝ q (r i))))).const_mul
      (p i : ℂ))).const_mul M
  have hf : (fun s : ℝ => pairCoupling M α β q p (fun i => s • r i)) = fun s : ℝ =>
      M * ∑ i, (p i : ℂ) * (Complex.exp (((α * inner ℝ q (r i) * s : ℝ) : ℂ) * Complex.I)
        - Complex.exp (((-(β * inner ℝ q (r i)) * s : ℝ) : ℂ) * Complex.I)) := by
    funext s
    simp only [pairCoupling, real_inner_smul_right]
    congr 1
    refine Finset.sum_congr rfl fun i _ => ?_
    rw [show α * (s * inner ℝ q (r i)) = α * inner ℝ q (r i) * s by ring,
      show -(β * (s * inner ℝ q (r i))) = -(β * inner ℝ q (r i)) * s by ring]
  have hv : M * (((∑ i, p i * inner ℝ q (r i) : ℝ) : ℂ) * Complex.I)
      = M * ∑ i, (p i : ℂ) * (((α * inner ℝ q (r i) : ℝ) : ℂ) * Complex.I
        - ((-(β * inner ℝ q (r i)) : ℝ) : ℂ) * Complex.I) := by
    have hc : (α : ℂ) + β = 1 := by exact_mod_cast hαβ
    rw [Complex.ofReal_sum, Finset.sum_mul]
    congr 1
    refine Finset.sum_congr rfl fun i _ => ?_
    push_cast
    linear_combination (-((p i : ℂ) * ((inner ℝ q (r i) : ℝ) : ℂ) * Complex.I)) * hc
  rw [hf, hv]
  exact h
```

All separations are now scaled by a real number $s$, written `s • r i`, and $g$ becomes a function $g(s)$. Differentiating each phase factor at $s=0$ gives

$$g'(0)=M\sum_i p_i\,(i\alpha+i\beta)\,q\cdot r_i=iM\sum_i p_i\,q\cdot r_i,$$

where the $i$ in front of $\alpha$, $\beta$ and $M$ is the imaginary unit. This is the dipole coupling; it contains the static electron–hole dipole of the internal state, not the optical transition dipole. In the proof, `hd` differentiates a single phase factor, and `hv` uses $\alpha+\beta=1$ to simplify the sum.

```lean
/-- **Compact pair.** For `w > 0`, `α + β = 1`, non-negative weights and Huang-Rhys factor
`S(s) = |g(s)|²/w²`, the satellite weight tends to zero as the scale `s` of the electron-hole
separations `s r` goes to zero. -/
theorem satelliteWeight_tendsto_zero (M : ℂ) {α β w : ℝ} (hw : 0 < w) (hαβ : α + β = 1) (q : E)
    {p : ι → ℝ} (hp : ∀ i, 0 ≤ p i) (r : ι → E) {S : ℝ → ℝ}
    (hS : ∀ s, S s * w ^ 2 = ‖pairCoupling M α β q p (fun i => s • r i)‖ ^ 2) :
    Tendsto (fun s => satelliteWeight (S s)) (𝓝 0) (𝓝 0) := by
  have hc : Continuous fun s : ℝ =>
      (‖M‖ * (‖q‖ * ∑ i, p i * ‖s • r i‖)) ^ 2 / w ^ 2 := by fun_prop
  have hlim := hc.tendsto 0
  simp only [zero_smul, norm_zero, mul_zero, Finset.sum_const_zero, ne_eq, OfNat.ofNat_ne_zero,
    not_false_eq_true, zero_pow, zero_div] at hlim
  refine squeeze_zero (fun s => ?_) (fun s => satelliteWeight_le M hw hαβ q hp _ (hS s)) hlim
  have h0 : 0 ≤ S s := nonneg_of_mul_nonneg_left (by rw [hS s]; positivity) (pow_pos hw 2)
  rw [satelliteWeight_eq, sub_nonneg]
  exact Real.exp_le_one_iff.2 (by linarith)
```

Here `S` is a function of $s$, tied to $g(s)$ by `hS` at every $s$. `Tendsto … (𝓝 0) (𝓝 0)` says that the satellite weight goes to zero as $s\to0$. By the bound,

$$0\le1-e^{-S(s)}\le s^2\,\frac{\left(|M||q|\sum_i p_i|r_i|\right)^2}{w^2}\to0.$$

`squeeze_zero` is this sandwich argument. Its lower end uses $S(s)\ge0$, which follows from `hS`.

```lean
/-- **Dipole law.** For `w > 0`, `α + β = 1` and Huang-Rhys factor `S(s) = |g(s)|²/w²`, the
satellite weight of a pair with separations `s r`, divided by `s²`, tends to `(|M| |∑ p (q·r)|)²/w²`
as `s` goes to zero. -/
theorem satelliteWeight_dipole (M : ℂ) {α β w : ℝ} (hw : 0 < w) (hαβ : α + β = 1) (q : E)
    (p : ι → ℝ) (r : ι → E) {S : ℝ → ℝ}
    (hS : ∀ s, S s * w ^ 2 = ‖pairCoupling M α β q p (fun i => s • r i)‖ ^ 2) :
    Tendsto (fun s => satelliteWeight (S s) / s ^ 2) (𝓝[≠] 0)
      (𝓝 ((‖M‖ * |∑ i, p i * inner ℝ q (r i)|) ^ 2 / w ^ 2)) := by
  have hw2 : w ^ 2 ≠ 0 := (pow_pos hw 2).ne'
  have hSe : ∀ s, S s = ‖pairCoupling M α β q p (fun i => s • r i)‖ ^ 2 / w ^ 2 :=
    fun s => (eq_div_iff hw2).2 (hS s)
  have hg0 : pairCoupling M α β q p (fun i => (0 : ℝ) • r i) = 0 := by simp [pairCoupling]
  have hder := pairCoupling_hasDerivAt M hαβ q p r
  -- the Huang-Rhys factor divided by `s²` already has the stated limit
  have hL : Tendsto (fun s => S s / s ^ 2) (𝓝[≠] 0)
      (𝓝 ((‖M‖ * |∑ i, p i * inner ℝ q (r i)|) ^ 2 / w ^ 2)) := by
    have h := ((hasDerivAt_iff_tendsto_slope.1 hder).norm.pow 2).div_const (w ^ 2)
    rw [norm_mul, norm_mul, Complex.norm_I, mul_one, Complex.norm_real, Real.norm_eq_abs] at h
    refine h.congr fun s => ?_
    rw [slope_def_module, hg0, sub_zero, sub_zero, norm_smul, mul_pow, norm_inv, inv_pow,
      Real.norm_eq_abs, sq_abs, hSe s]
    ring
  have hS0 : Tendsto S (𝓝[≠] 0) (𝓝 0) := by
    have h := ((hder.continuousAt.tendsto.norm.pow 2).div_const (w ^ 2)).mono_left
      (nhdsWithin_le_nhds (s := {(0 : ℝ)}ᶜ))
    rw [hg0, norm_zero, zero_pow two_ne_zero, zero_div] at h
    exact h.congr fun s => (hSe s).symm
  have hlow := hL.sub (hL.mul hS0)
  rw [mul_zero, sub_zero] at hlow
  -- squeeze between `S - S²` and `S`
  refine tendsto_of_tendsto_of_tendsto_of_le_of_le hlow hL (fun s => ?_) (fun s => ?_)
  · have h0 : 0 ≤ S s := by rw [hSe s]; positivity
    have h1 : Real.exp (-S s) * Real.exp (S s) = 1 := by
      rw [← Real.exp_add, neg_add_cancel, Real.exp_zero]
    have h2 : Real.exp (-S s) * (1 + S s) ≤ 1 := by
      nlinarith [Real.add_one_le_exp (S s), Real.exp_pos (-S s)]
    have h3 : S s - S s * S s ≤ satelliteWeight (S s) := by
      rw [satelliteWeight_eq]
      nlinarith [Real.add_one_le_exp (-S s), mul_nonneg h0 h0]
    calc S s / s ^ 2 - S s / s ^ 2 * S s = (S s - S s * S s) / s ^ 2 := by ring
      _ ≤ satelliteWeight (S s) / s ^ 2 := div_le_div_of_nonneg_right h3 (sq_nonneg s)
  · refine div_le_div_of_nonneg_right ?_ (sq_nonneg s)
    rw [satelliteWeight_eq]
    linarith [Real.add_one_le_exp (-S s)]
```

This theorem gives the coefficient of $s^2$, which is the leading behaviour when $M$ and the dipole sum are non-zero:

$$\lim_{s\to0}\frac{1-e^{-S(s)}}{s^2}=\frac{\left(|M|\,\left|\sum_i p_i\,q\cdot r_i\right|\right)^2}{w^2}.$$

The symbol `𝓝[≠] 0` means that $s$ approaches zero without being zero. Since $g(0)=0$, the quotient $g(s)/s$ tends to $g'(0)$, so $S(s)/s^2=|g(s)/s|^2/w^2$ has the stated limit (`hL`), and $S(s)\to0$ (`hS0`). For $S\ge0$ one has $e^{S}\ge1+S$, hence $1-e^{-S}\ge Se^{-S}\ge S(1-S)$, and therefore

$$S-S^2\le1-e^{-S}\le S.$$

Divided by $s^2$, both outer terms have the same limit. For a single separation parallel to $q$ with positive weight, this limit equals the coefficient of $s^2$ in the bound. If the dipole sum vanishes, as it does for every pair density symmetric under $r\to-r$, the weight falls faster than $s^2$.

## Inversion symmetry with equal masses

```lean
/-- For `w > 0`, equal mass fractions and a pair density symmetric under the inversion `r → -r`, the
satellite weight at Huang-Rhys factor `S = |g|²/w²` is exactly zero. -/
theorem satelliteWeight_eq_zero_of_inversion (M : ℂ) {w S : ℝ} (hw : 0 < w) (q : E)
    {p : ι → ℝ} {r : ι → E} (σ : Equiv.Perm ι) (hp : ∀ i, p (σ i) = p i)
    (hr : ∀ i, r (σ i) = -r i)
    (hS : S * w ^ 2 = ‖pairCoupling M (1 / 2) (1 / 2) q p r‖ ^ 2) :
    satelliteWeight S = 0 := by
  -- inversion exchanges the electron and the hole term
  have hg : pairCoupling M (1 / 2) (1 / 2) q p r = 0 := by
    simp only [pairCoupling, mul_sub, Finset.sum_sub_distrib]
    rw [← mul_sub, sub_eq_zero.2, mul_zero]
    refine (Equiv.sum_comp σ _).symm.trans (Finset.sum_congr rfl fun i _ => ?_)
    simp only [hp, hr, inner_neg_right, mul_neg]
  rw [hg, norm_zero, zero_pow two_ne_zero] at hS
  have h0 : S = 0 := (mul_eq_zero.1 hS).resolve_right (pow_pos hw 2).ne'
  rw [satelliteWeight_eq, h0, neg_zero, Real.exp_zero, sub_self]

end

end ExcitonSatellites
```

Inversion is encoded by a permutation `σ` of the labels that keeps each weight and reverses each separation. With $\alpha=\beta=1/2$, relabelling the sum gives

$$\sum_i p_i e^{iq\cdot r_i/2}=\sum_i p_i e^{-iq\cdot r_i/2}.$$

The electron and hole terms cancel, so $g=0$. Then $Sw^2=0$ with $w>0$ forces $S=0$, and the satellite weight is $1-e^0=0$. `Equiv.sum_comp` performs the relabelling. The pair may have any size, but the cancellation concerns only the coupling within the frozen internal state; boson-induced transitions to other exciton states are absent from the model.

```lean
#print axioms ExcitonSatellites.norm_pairCoupling_le
#print axioms ExcitonSatellites.satelliteWeight_tendsto_zero
#print axioms ExcitonSatellites.satelliteWeight_dipole
#print axioms ExcitonSatellites.satelliteWeight_eq_zero_of_inversion
```

```
'ExcitonSatellites.norm_pairCoupling_le' depends on axioms: [propext, Classical.choice, Quot.sound]
'ExcitonSatellites.satelliteWeight_tendsto_zero' depends on axioms: [propext, Classical.choice, Quot.sound]
'ExcitonSatellites.satelliteWeight_dipole' depends on axioms: [propext, Classical.choice, Quot.sound]
'ExcitonSatellites.satelliteWeight_eq_zero_of_inversion' depends on axioms: [propext, Classical.choice, Quot.sound]
```
